# The matrix of a complete orthonormal set of real modes is orthogonal

The declaration concerns a complete orthonormal set of real mode vectors, each with three components for every member of a finite index set, as the displacements of finitely many atoms have. If L is the matrix with these vectors as its columns, it states that L Lᵀ = 1, which is completeness, and Lᵀ L = 1, which is orthonormality. The modes are assumed to form a basis of the whole space, and no Hamiltonian or force field enters. The attempt proves the first equation entry by entry, by expanding the inner product of two coordinate unit vectors in the basis, and the second by writing the orthonormality relation as a sum over coordinates.

Lean 4 with Mathlib refuses this proof:

```lean
import Mathlib

open Matrix
open scoped Kronecker

namespace CoriolisAlgebra

noncomputable section

variable {ι κ : Type*} [Fintype ι] [DecidableEq ι] [Fintype κ] [DecidableEq κ]

/-- The matrix whose columns are the mode vectors. -/
def modeMatrix (l : κ → EuclideanSpace ℝ (ι × Fin 3)) : Matrix (ι × Fin 3) κ ℝ :=
  Matrix.of fun p k => l k p

/-- The mode matrix of an orthonormal basis is orthogonal: the modes are complete and
orthonormal. -/
theorem modeMatrix_orthogonal (l : OrthonormalBasis κ ℝ (EuclideanSpace ℝ (ι × Fin 3))) :
    modeMatrix ⇑l * (modeMatrix ⇑l)ᵀ = 1 ∧ (modeMatrix ⇑l)ᵀ * modeMatrix ⇑l = 1 := by
  constructor
  · ext p q
    have h := l.sum_inner_mul_inner (EuclideanSpace.single p 1) (EuclideanSpace.single q 1)
    simpa [modeMatrix, Matrix.mul_apply, Matrix.one_apply, EuclideanSpace.inner_single_left,
      EuclideanSpace.inner_single_right, Pi.single_apply] using h
  · ext k m
    have h := orthonormal_iff_ite.mp l.orthonormal k m
    rw [PiLp.inner_apply] at h
    simp only [RCLike.inner_apply, conj_trivial] at h
    rw [Matrix.one_apply, ← h, Matrix.mul_apply]
    exact Finset.sum_congr rfl fun p _ => mul_comm _ _

end

end CoriolisAlgebra
```

Lean reports:

```
Main.lean:23:4: error: Type mismatch: After simplification, term
  h
 has type
  ∑ x, (l x).ofLp p * (l x).ofLp q = if q = p then 1 else 0
but is expected to have type
  ∑ j, (l j).ofLp p * (l j).ofLp q = if p = q then 1 else 0
```

The error lies in the first equation. After simplification, the sums in `h` and in the goal agree, but the right side of `h` is `if q = p then 1 else 0`, while the goal has `if p = q then 1 else 0`. Both are the Kronecker delta. The goal's form comes from `Matrix.one_apply`, the other from the inner product of the two unit vectors. `simpa` did not turn one equality round to match the other, and Lean does not accept the two expressions as the same by definition, so the final match failed.

The repair splits on whether `p = q`. If they are equal, `subst` makes the indices identical and both deltas are 1. If they differ, `hpq` and `Ne.symm hpq` supply the inequality in both orders, so both deltas become 0. The order of the equality then no longer matters. Simplifying `h` beforehand only prepares it for the two cases; it is the split that removes the mismatch.

Fix (accepted with no message):

```diff
@@ -21,6 +21,9 @@
   · ext p q
     have h := l.sum_inner_mul_inner (EuclideanSpace.single p 1) (EuclideanSpace.single q 1)
-    simpa [modeMatrix, Matrix.mul_apply, Matrix.one_apply, EuclideanSpace.inner_single_left,
-      EuclideanSpace.inner_single_right, Pi.single_apply] using h
+    simp [EuclideanSpace.inner_single_left, EuclideanSpace.inner_single_right] at h
+    by_cases hpq : p = q
+    · subst hpq
+      simpa [modeMatrix, Matrix.mul_apply] using h
+    · simpa [modeMatrix, Matrix.mul_apply, Matrix.one_apply, hpq, Ne.symm hpq] using h
   · ext k m
     have h := orthonormal_iff_ite.mp l.orthonormal k m
```
